# On a finite grid with a positive definite interaction, the exchange integral bounds |g(a,b,a,b)|

For two orbitals $a,b$ and a real interaction $v$, write $\rho(x)=a(x)^*b(x)$ for the pair density and

$$g(a,b,c,d)=\sum_{x,y}v(x,y)\,a(x)^*b(x)\,c(y)^*d(y),$$

which is $(ab|cd)$ in chemists' notation. The exchange integral is $g(a,b,b,a)$. For orthonormal orbitals, the integral $g(a,b,a,b)$ is the amplitude with which the interaction moves an opposite-spin pair from $b$ to $a$. For real orbitals the two coincide; for complex ones they can differ, and the question is by how much.

In Lean 4 with Mathlib:

```lean
import Mathlib

open ComplexConjugate

namespace ComplexExchangeBound

variable {X : Type*} [Fintype X]
```

`X` is the finite set of grid points. An orbital is a function `X → ℂ`, with no normalisation or orthogonality required.

```lean
/-- The pair density `conj(a) b` of two complex orbitals. -/
noncomputable def pairDensity {X : Type*} (a b : X → ℂ) (x : X) : ℂ := conj (a x) * b x
```

This is $\rho$. Exchanging the orbitals conjugates it.

```lean
/-- The two-electron integral `g(a,b,c,d)`: the interaction `v` between the pair densities
`conj(a) b` and `conj(c) d` on the grid. -/
noncomputable def eri (v : X → X → ℝ) (a b c d : X → ℂ) : ℂ :=
  ∑ x, ∑ y, (v x y : ℂ) * pairDensity a b x * pairDensity c d y
```

`eri` is $g$, with the conjugates on the first and third orbitals. Quadrature weights, if any, are absorbed into `v`.

```lean
/-- The interaction of a real charge distribution `u` with itself, without a factor 1/2. -/
def selfEnergy (v : X → X → ℝ) (u : X → ℝ) : ℝ := ∑ x, ∑ y, v x y * u x * u y
```

This is $E(u)=\sum_{x,y}v(x,y)u(x)u(y)$, twice the usual electrostatic energy.

```lean
/-- A real symmetric kernel for which every nonzero real charge distribution has
positive self-energy. -/
structure IsPosDefKernel (v : X → X → ℝ) : Prop where
  symm : ∀ x y, v x y = v y x
  pos : ∀ u : X → ℝ, u ≠ 0 → 0 < selfEnergy v u
```

The kernel is symmetric, and $E(u)>0$ for every real $u\neq0$. Physically, every nonzero charge distribution costs energy, even one with zero total charge. This is assumed of the grid kernel; the passage from grid sums to continuum Coulomb integrals is a separate step.

```lean
/-- The function `ρ` is a constant phase times a real function. -/
def IsRealUpToPhase {X : Type*} (ρ : X → ℂ) : Prop :=
  ∃ c : ℂ, ‖c‖ = 1 ∧ ∃ r : X → ℝ, ∀ x, ρ x = c * (r x : ℂ)
```

The condition reads $\rho(x)=c\,r(x)$, with $|c|=1$ and $r$ real. The bars `‖c‖` denote the modulus.

```lean
/-- For a symmetric kernel, the interaction of a complex density with its conjugate is the
self-energy of its real part plus that of its imaginary part. -/
theorem hermitian_form_eq {v : X → X → ℝ} (hs : ∀ x y, v x y = v y x) (σ : X → ℂ) :
    ∑ x, ∑ y, (v x y : ℂ) * σ x * conj (σ y) =
      ((selfEnergy v (fun x => (σ x).re) + selfEnergy v (fun x => (σ x).im) : ℝ) : ℂ) := by
  apply Complex.ext
  · simp only [Complex.re_sum, Complex.ofReal_re, selfEnergy, ← Finset.sum_add_distrib]
    refine Finset.sum_congr rfl fun x _ => Finset.sum_congr rfl fun y _ => ?_
    simp only [Complex.mul_re, Complex.mul_im, Complex.ofReal_re, Complex.ofReal_im,
      Complex.conj_re, Complex.conj_im]
    ring
  · -- exchanging the two grid points conjugates the sum
    rw [Complex.ofReal_im]
    apply Complex.conj_eq_iff_im.mp
    simp only [map_sum, map_mul, Complex.conj_conj, Complex.conj_ofReal]
    rw [Finset.sum_comm]
    refine Finset.sum_congr rfl fun x _ => Finset.sum_congr rfl fun y _ => ?_
    rw [hs y x]
    ring
```

Write $\sigma=p+iq$ with $p,q$ real. Then

$$\sigma(x)\sigma(y)^*=p(x)p(y)+q(x)q(y)+i\,[q(x)p(y)-p(x)q(y)].$$

The bracket is antisymmetric in $x,y$, so it cancels against the symmetric $v$, leaving $E(p)+E(q)$. `Complex.ext` treats real and imaginary parts separately. For the imaginary part, `Finset.sum_comm` swaps the grid points and shows that the sum equals its own conjugate.

```lean
/-- For a symmetric kernel, the exchange integral `g(a,b,b,a)` is the sum of the self-energies
of the real and imaginary parts of the pair density, after rotation by any phase `z`. -/
theorem exchange_eq {v : X → X → ℝ} (hs : ∀ x y, v x y = v y x) (a b : X → ℂ)
    {z : ℂ} (hz : ‖z‖ = 1) :
    eri v a b b a = ((selfEnergy v (fun x => (z * pairDensity a b x).re) +
      selfEnergy v (fun x => (z * pairDensity a b x).im) : ℝ) : ℂ) := by
  have hzz : z * conj z = 1 := by
    rw [Complex.mul_conj, Complex.normSq_eq_norm_sq, hz]
    norm_num
  rw [← hermitian_form_eq hs (fun x => z * pairDensity a b x)]
  unfold eri
  refine Finset.sum_congr rfl fun x _ => Finset.sum_congr rfl fun y _ => ?_
  simp only [pairDensity, map_mul, Complex.conj_conj]
  linear_combination (-(v x y : ℂ) * (conj (a x) * b x) * (conj (b y) * a y)) * hzz
```

Let $|z|=1$ and $z\rho=p+iq$. Since $zz^*=1$,

$$g(a,b,b,a)=\sum_{x,y}v(x,y)\,z\rho(x)\,[z\rho(y)]^*=E(p)+E(q).$$

The fact $zz^*=1$ is `hzz`; `linear_combination` uses it to verify the algebra term by term.

```lean
/-- The real part of `z² g(a,b,a,b)` is the difference of the self-energies of the real and
imaginary parts of `z` times the pair density. -/
theorem rotated_re_eq (v : X → X → ℝ) (a b : X → ℂ) (z : ℂ) :
    (z ^ 2 * eri v a b a b).re = selfEnergy v (fun x => (z * pairDensity a b x).re) -
      selfEnergy v (fun x => (z * pairDensity a b x).im) := by
  have h : z ^ 2 * eri v a b a b =
      ∑ x, ∑ y, (v x y : ℂ) * (z * pairDensity a b x) * (z * pairDensity a b y) := by
    simp only [eri, Finset.mul_sum]
    refine Finset.sum_congr rfl fun x _ => Finset.sum_congr rfl fun y _ => ?_
    ring
  rw [h]
  simp only [Complex.re_sum, selfEnergy, ← Finset.sum_sub_distrib]
  refine Finset.sum_congr rfl fun x _ => Finset.sum_congr rfl fun y _ => ?_
  rw [mul_assoc, Complex.re_ofReal_mul, Complex.mul_re (z * pairDensity a b x)]
  ring
```

Without the conjugate, the factor $z^2$ survives:

$$z^2g(a,b,a,b)=\sum_{x,y}v(x,y)\,z\rho(x)\,z\rho(y).$$

The real part of each product is $p(x)p(y)-q(x)q(y)$, so the total is $E(p)-E(q)$. Neither symmetry of $v$ nor $|z|=1$ is needed.

```lean
/-- For a symmetric kernel, the real part of `g(a,b,b,a)` minus `|g(a,b,a,b)|` equals twice the
self-energy of the imaginary part of `z` times the pair density, for some phase `z`. -/
theorem exchange_gap {v : X → X → ℝ} (hs : ∀ x y, v x y = v y x) (a b : X → ℂ) :
    ∃ z : ℂ, ‖z‖ = 1 ∧ (eri v a b b a).re - ‖eri v a b a b‖ =
      2 * selfEnergy v (fun x => (z * pairDensity a b x).im) := by
  -- for `z` with minus half the argument of `w`, the product `z² w` is real and nonnegative
  have phase : ∀ w : ℂ, ∃ z : ℂ, ‖z‖ = 1 ∧ z ^ 2 * w = (‖w‖ : ℂ) := by
    intro w
    refine ⟨Complex.exp (((-(w.arg / 2) : ℝ) : ℂ) * Complex.I),
      Complex.norm_exp_ofReal_mul_I _, ?_⟩
    have h : Complex.exp (((-(w.arg / 2) : ℝ) : ℂ) * Complex.I) ^ 2 *
        Complex.exp (w.arg * Complex.I) = 1 := by
      rw [← Complex.exp_nat_mul, ← Complex.exp_add, Complex.exp_eq_one_iff]
      exact ⟨0, by push_cast; ring⟩
    have hw := Complex.norm_mul_exp_arg_mul_I w
    linear_combination (‖w‖ : ℂ) * h -
      Complex.exp (((-(w.arg / 2) : ℝ) : ℂ) * Complex.I) ^ 2 * hw
  obtain ⟨z, hz, hw⟩ := phase (eri v a b a b)
  refine ⟨z, hz, ?_⟩
  have h := rotated_re_eq v a b z
  rw [hw, Complex.ofReal_re] at h
  rw [exchange_eq hs a b hz, Complex.ofReal_re, h]
  ring
```

Write $g(a,b,a,b)=|g(a,b,a,b)|\,e^{i\theta}$ and choose $z=e^{-i\theta/2}$. Then $z^2g(a,b,a,b)=|g(a,b,a,b)|$, and the two preceding results give

$$g(a,b,b,a)-|g(a,b,a,b)|=[E(p)+E(q)]-[E(p)-E(q)]=2E(q).$$

The inner statement `phase` constructs this $z$.

```lean
/-- For a real symmetric positive definite kernel, `g(a,b,b,a)` is real and bounds
`|g(a,b,a,b)|` from above, with equality if and only if the pair density `conj(a) b` is a
constant phase times a real function. -/
theorem norm_eri_le_exchange {v : X → X → ℝ} (hv : IsPosDefKernel v) (a b : X → ℂ) :
    (eri v a b b a).im = 0 ∧ ‖eri v a b a b‖ ≤ (eri v a b b a).re ∧
      (‖eri v a b a b‖ = (eri v a b b a).re ↔ IsRealUpToPhase (pairDensity a b)) := by
  have h0 : selfEnergy v 0 = 0 := by simp [selfEnergy]
  have hnn : ∀ u : X → ℝ, 0 ≤ selfEnergy v u := by
    intro u
    by_cases hu : u = 0
    · rw [hu, h0]
    · exact (hv.pos u hu).le
  obtain ⟨z, hz, hgap⟩ := exchange_gap hv.symm a b
  have hle : ‖eri v a b a b‖ ≤ (eri v a b b a).re := by
    linarith [hnn (fun x => (z * pairDensity a b x).im)]
  refine ⟨by rw [exchange_eq hv.symm a b hz, Complex.ofReal_im], hle, ?_, ?_⟩
  · -- at equality the rotated pair density has no imaginary part
    intro heq
    have him : (fun x => (z * pairDensity a b x).im) = 0 := by
      by_contra hne
      linarith [hv.pos _ hne]
    have hzz : z * conj z = 1 := by
      rw [Complex.mul_conj, Complex.normSq_eq_norm_sq, hz]
      norm_num
    refine ⟨conj z, by rw [Complex.norm_conj]; exact hz,
      fun x => (z * pairDensity a b x).re, fun x => ?_⟩
    have hx : (((z * pairDensity a b x).re : ℝ) : ℂ) = z * pairDensity a b x :=
      Complex.ext (Complex.ofReal_re _) (by rw [Complex.ofReal_im]; exact (congrFun him x).symm)
    linear_combination (-pairDensity a b x) * hzz - conj z * hx
  · -- conversely, the conjugate phase makes the pair density real
    rintro ⟨c, hc, r, hr⟩
    have hcc : c * conj c = 1 := by
      rw [Complex.mul_conj, Complex.normSq_eq_norm_sq, hc]
      norm_num
    have hc' : ‖conj c‖ = 1 := by rw [Complex.norm_conj]; exact hc
    have him : (fun x => (conj c * pairDensity a b x).im) = 0 := by
      funext x
      have hx : conj c * pairDensity a b x = (r x : ℂ) := by
        rw [hr x]
        linear_combination (r x : ℂ) * hcc
      show (conj c * pairDensity a b x).im = 0
      rw [hx, Complex.ofReal_im]
    have h1 := rotated_re_eq v a b (conj c)
    have h2 := congrArg Complex.re (exchange_eq hv.symm a b hc')
    rw [Complex.ofReal_re, him, h0] at h2
    rw [him, h0] at h1
    have h3 := (le_abs_self _).trans (Complex.abs_re_le_norm (conj c ^ 2 * eri v a b a b))
    rw [norm_mul, norm_pow, hc', one_pow, one_mul] at h3
    linarith
```

The theorem has three parts: the exchange integral has zero imaginary part, its real part bounds $|g(a,b,a,b)|$, and equality holds exactly when $\rho$ is a phase times a real function.

The bound follows from $E(q)\ge0$. At equality $E(q)=0$, so definiteness forces $q=0$, and $\rho=z^*p$ has the required form. Conversely, if $\rho=c\,r$, take $z=c^*$. Then $z\rho=r$ is real, and

$$g(a,b,b,a)=E(r)=\mathrm{Re}\,[z^2g(a,b,a,b)]\le|g(a,b,a,b)|,$$

which together with the bound gives equality.

For given complex orbitals and such a kernel, a program that mistakenly uses $g(a,b,a,b)$ in place of $g(a,b,b,a)$ therefore never overestimates the magnitude of an exchange integral. The substitution is still an error: multiplying $b$ by a phase $e^{i\varphi}$ multiplies $g(a,b,a,b)$ by $e^{2i\varphi}$ but leaves $g(a,b,b,a)$ unchanged.

```lean
/-- A complex function `ρ` is a constant phase times a real function if and only if
`ρ(x) conj(ρ(y))` is real for every pair of points. -/
theorem isRealUpToPhase_iff {X : Type*} (ρ : X → ℂ) :
    IsRealUpToPhase ρ ↔ ∀ x y, (ρ x * conj (ρ y)).im = 0 := by
  constructor
  · rintro ⟨c, _, r, hr⟩ x y
    rw [hr x, hr y]
    simp only [map_mul, Complex.conj_ofReal, Complex.mul_im, Complex.mul_re,
      Complex.ofReal_re, Complex.ofReal_im, Complex.conj_re, Complex.conj_im]
    ring
  · intro h
    by_cases h0 : ∀ y, ρ y = 0
    · exact ⟨1, norm_one, 0, fun x => by simp [h0 x]⟩
    · -- the phase is read off at a point where the function does not vanish
      obtain ⟨y, hy⟩ := not_forall.mp h0
      have hn : (‖ρ y‖ : ℂ) ≠ 0 := Complex.ofReal_ne_zero.mpr (norm_ne_zero_iff.mpr hy)
      refine ⟨ρ y / (‖ρ y‖ : ℂ), ?_, fun x => (ρ x * conj (ρ y)).re / ‖ρ y‖, fun x => ?_⟩
      · rw [norm_div, Complex.norm_real, norm_norm, div_self (norm_ne_zero_iff.mpr hy)]
      · show ρ x = ρ y / (‖ρ y‖ : ℂ) * (((ρ x * conj (ρ y)).re / ‖ρ y‖ : ℝ) : ℂ)
        have hre : (((ρ x * conj (ρ y)).re : ℝ) : ℂ) = ρ x * conj (ρ y) :=
          Complex.ext (Complex.ofReal_re _) (by rw [Complex.ofReal_im, h x y])
        have hsq : ρ y * conj (ρ y) = (‖ρ y‖ : ℂ) ^ 2 := by
          rw [Complex.mul_conj, Complex.normSq_eq_norm_sq, Complex.ofReal_pow]
        rw [Complex.ofReal_div, hre, div_mul_div_comm, eq_div_iff (mul_ne_zero hn hn)]
        linear_combination (-ρ x) * hsq
```

This restates the equality condition without an unknown phase. If $\rho=c\,r$, then $\rho(x)\rho(y)^*=r(x)r(y)$ is real. Conversely, if $\rho$ vanishes everywhere, take $c=1$ and $r=0$. Otherwise pick $y$ with $\rho(y)\ne0$ and set

$$c=\frac{\rho(y)}{|\rho(y)|},\qquad r(x)=\frac{\rho(x)\rho(y)^*}{|\rho(y)|}.$$

Then $r$ is real by hypothesis and $c\,r(x)=\rho(x)$.

```lean
/-- A two-site kernel with on-site repulsion 2 and inter-site repulsion 1. -/
def twoSite (i j : Fin 2) : ℝ := if i = j then 2 else 1
```

`Fin 2` labels the sites 0 and 1.

```lean
/-- The two-site kernel is positive definite, and for the orbitals `a = (1, 1)` and `b = (1, i)`
the integrals are `g(a,b,a,b) = 2i` and `g(a,b,b,a) = 4`. -/
theorem twoSite_witness : IsPosDefKernel twoSite ∧
    eri twoSite (fun _ => 1) ![1, Complex.I] (fun _ => 1) ![1, Complex.I] = 2 * Complex.I ∧
    eri twoSite (fun _ => 1) ![1, Complex.I] ![1, Complex.I] (fun _ => 1) = 4 := by
  have e : ∀ a b c d : Fin 2 → ℂ, eri twoSite a b c d =
      2 * pairDensity a b 0 * pairDensity c d 0 + pairDensity a b 0 * pairDensity c d 1 +
      (pairDensity a b 1 * pairDensity c d 0 + 2 * pairDensity a b 1 * pairDensity c d 1) := by
    intro a b c d
    simp [eri, twoSite, Fin.sum_univ_two]
  have p0 : pairDensity (fun _ => 1) ![1, Complex.I] (0 : Fin 2) = 1 := by simp [pairDensity]
  have p1 : pairDensity (fun _ => 1) ![1, Complex.I] (1 : Fin 2) = Complex.I := by
    simp [pairDensity]
  have q0 : pairDensity ![1, Complex.I] (fun _ => 1) (0 : Fin 2) = 1 := by simp [pairDensity]
  have q1 : pairDensity ![1, Complex.I] (fun _ => 1) (1 : Fin 2) = -Complex.I := by
    simp [pairDensity]
  refine ⟨⟨fun x y => ?_, fun u hu => ?_⟩, ?_, ?_⟩
  · fin_cases x <;> fin_cases y <;> simp [twoSite]
  · -- the self-energy is a sum of three squares
    have hE : selfEnergy twoSite u = u 0 ^ 2 + u 1 ^ 2 + (u 0 + u 1) ^ 2 := by
      simp only [selfEnergy, twoSite, Fin.sum_univ_two]
      norm_num
      ring
    rw [hE]
    by_contra hneg
    apply hu
    have h0 : u 0 ^ 2 = 0 := by
      linarith [sq_nonneg (u 0), sq_nonneg (u 1), sq_nonneg (u 0 + u 1)]
    have h1 : u 1 ^ 2 = 0 := by
      linarith [sq_nonneg (u 0), sq_nonneg (u 1), sq_nonneg (u 0 + u 1)]
    funext i
    fin_cases i
    · exact pow_eq_zero_iff two_ne_zero |>.mp h0
    · exact pow_eq_zero_iff two_ne_zero |>.mp h1
  · rw [e, p0, p1]
    linear_combination 2 * Complex.I_sq
  · rw [e, p0, p1, q0, q1]
    linear_combination (-2) * Complex.I_sq

end ComplexExchangeBound
```

The kernel is positive definite because $E(u)=u_0^2+u_1^2+(u_0+u_1)^2$. For $a=(1,1)$ and $b=(1,i)$ the pair density is $(1,i)$, so

$$g(a,b,a,b)=2+2i+2i^2=2i,\qquad g(a,b,b,a)=2-i+i+2=4.$$

The inequality is strict here. Each orbital has norm $\sqrt2$; normalising both divides the integrals by 4, giving $i/2$ and $1$. The two orbitals are not orthogonal: before normalisation their overlap is $1+i$. Orthogonal orbitals on two sites have $\rho(0)+\rho(1)=0$, so $\rho$ is a phase times a real function and equality holds. On three sites the inequality can be strict for orthogonal orbitals too: with $v$ the identity matrix, $a=(1,1,1)$ and $b=(1,\omega,\omega^2)$, where $\omega=e^{2\pi i/3}$, one finds $g(a,b,a,b)=0$ and $g(a,b,b,a)=3$ (not formalised here). In the proof, `e` expands the double sum, and `p0` to `q1` supply the pair densities.

```lean
#print axioms ComplexExchangeBound.norm_eri_le_exchange
-- 'ComplexExchangeBound.norm_eri_le_exchange' depends on axioms: [propext, Classical.choice, Quot.sound]
#print axioms ComplexExchangeBound.isRealUpToPhase_iff
-- 'ComplexExchangeBound.isRealUpToPhase_iff' depends on axioms: [propext, Classical.choice, Quot.sound]
```
